# Started from zero, the self-consistency loop G ← 1 + xG³ stays between 0 and 3/2 at x = 4/27

A scalar quantity G is computed by repeating the self-consistency step G ← 1 + xG³, starting from G = 0, where the number x is the interaction strength. In the file each iterate `loop k` is a polynomial in x with natural-number coefficients, and `loop_eval_le` states that its value at x = 4/27, computed in the rationals, lies between 0 and 3/2 for every k. This bounds the iterates at that one coupling and does not say that they converge. The proof is by induction on k: the zeroth iterate is left to `simp`, and the next one is bounded by cubing the bounds already known and finishing with `linarith`.

Lean 4 with Mathlib refuses this proof:

```lean
import Mathlib

open PowerSeries (X coeff)
open scoped PowerSeries

namespace LoopEvalLe

noncomputable section

/-- The iterates of the self-consistency loop `G ← 1 + x G³`, started from zero; they are
polynomials in the interaction with natural coefficients. -/
def loop : ℕ → Polynomial ℕ
  | 0 => 0
  | k + 1 => 1 + Polynomial.X * loop k ^ 3

/-- At interaction strength `4/27` every iterate of the loop lies between `0` and `3/2`. -/
theorem loop_eval_le (k : ℕ) :
    0 ≤ (loop k).eval₂ (Nat.castRingHom ℚ) (4 / 27) ∧
      (loop k).eval₂ (Nat.castRingHom ℚ) (4 / 27) ≤ 3 / 2 := by
  induction k with
  | zero => simp [loop]
  | succ k ih =>
    obtain ⟨h0, h1⟩ := ih
    have h3 := pow_le_pow_left₀ h0 h1 3
    have h4 := pow_nonneg h0 3
    simp only [loop, Polynomial.eval₂_add, Polynomial.eval₂_one, Polynomial.eval₂_mul,
      Polynomial.eval₂_X, Polynomial.eval₂_pow]
    constructor <;> linarith

end

end LoopEvalLe
```

The compiler's answer:

```
Main.lean:21:9: error: unsolved goals
case zero
⊢ 0 ≤ 3 / 2
```

What went wrong. The error is in the base case, and it says that a goal was still open when the tactics for `zero` ran out. There the iterate is the zero polynomial, whose value is 0, so the claim comes down to 0 ≤ 0 and 0 ≤ 3/2. `simp [loop]` unfolds the definition, evaluates the polynomial and disposes of the first inequality, but it stops at the second, `0 ≤ 3 / 2`. That is a true statement about rational numbers, but the simplification rules used by this call do not settle it.

The repair keeps `simp [loop]` and adds `norm_num` after it. `norm_num` does arithmetic with explicit numerals, including fractions and comparisons between them, so it proves the remaining inequality and closes the case. Putting the two tactics on their own lines is only layout, and the induction step is unchanged.

The change, after which it compiles:

```diff
@@ -19,5 +19,7 @@
       (loop k).eval₂ (Nat.castRingHom ℚ) (4 / 27) ≤ 3 / 2 := by
   induction k with
-  | zero => simp [loop]
+  | zero =>
+    simp [loop]
+    norm_num
   | succ k ih =>
     obtain ⟨h0, h1⟩ := ih
```
